# One bosonic mode: su(1,1) relations of the quadratic operators and the Casimir value $-3/16$

Ladder operators are unbounded on Fock space, so the first decision is what kind of object they are. Here the annihilator $a$ and the creator $b$ are elements of an associative algebra $A$ over a field $\mathbb{k}$, Lean's `𝕜`, tied only by $ab-ba=1$. This postulate is the canonical commutation relation of position and momentum, written for their dimensionless ladder combinations. There is no inner product, no domain and no requirement $b=a^\dagger$.

```lean
import Mathlib

open Polynomial

namespace SingleModeSU11

noncomputable section

variable (𝕜 : Type*) [Field 𝕜] {A : Type*} [Ring A] [Algebra 𝕜 A]
```

## Generators

The commutator is $[x,y]=xy-yx$, and three elements $K_0,K_+,K_-$ define the combination $C=K_0^2-K_0-K_+K_-$.

```lean
/-- The commutator `[x, y] = x y - y x`. -/
def opComm (x y : A) : A := x * y - y * x

/-- The su(1,1) Casimir combination `K₀² - K₀ - K₊ K₋`. -/
def casimir (K0 Kp Km : A) : A := K0 ^ 2 - K0 - Kp * Km
```

With the number operator $N=ba$, set $K_+=b^2/2$, $K_-=a^2/2$ and $K_0=(N+\tfrac12)/2$. For one harmonic mode of frequency $\omega$, $K_0$ is the Hamiltonian divided by $2\hbar\omega$, and $K_\pm$ are the pair terms of single-mode squeezing.

```lean
/-- The pair-creation operator `K₊ = b² / 2` built from the creation operator `b`. -/
def Kplus (b : A) : A := (1 / 2 : 𝕜) • b ^ 2

/-- The pair-annihilation operator `K₋ = a² / 2` built from the annihilation operator `a`. -/
def Kminus (a : A) : A := (1 / 2 : 𝕜) • a ^ 2

/-- The operator `K₀ = (b a + 1/2) / 2`. -/
def Kzero (a b : A) : A := (1 / 2 : 𝕜) • (b * a + (1 / 2 : 𝕜) • 1)
```

A concrete pair for later use acts on polynomials in $X$: $a=d/dX$, and $b$ is multiplication by $X$.

```lean
/-- The derivative `d/dX` as an operator on polynomials. -/
def polyLower : Module.End 𝕜 𝕜[X] := derivative

/-- Multiplication by `X` as an operator on polynomials. -/
def polyRaise : Module.End 𝕜 𝕜[X] := LinearMap.mulLeft 𝕜 X
```

## Normal ordering

The hypothesis `opComm a b = 1` gives $ab=ba+1$, hence $a(bx)=b(ax)+x$ for every $x\in A$. The second form matches products bracketed to the right.

```lean
/-- Normal-ordering rules: if `[a, b] = 1` then `a b = b a + 1` and `a b x = b a x + x`
for every `x`. -/
theorem normal_order {a b : A} (h : opComm a b = 1) :
    a * b = b * a + 1 ∧ ∀ x : A, a * (b * x) = b * (a * x) + x := by
  unfold opComm at h
  have h1 : a * b = b * a + 1 := sub_eq_iff_eq_add'.mp h
  refine ⟨h1, fun x => ?_⟩
  rw [← mul_assoc, h1, add_mul, one_mul, mul_assoc]
```

From here on `CharZero 𝕜` holds, as for $\mathbb{Q}$ or $\mathbb{C}$, so that $1/2$ and $1/16$ are true inverses. Applying the rule,
$$Nb=b(ba+1)=bN+b,\qquad aN=(ba+1)a=Na+a,$$
$$a^2b=a(ba+1)=ba^2+2a,\qquad ab^2=(ba+1)b=b^2a+2b.$$
The constant in $K_0$ commutes with everything, so $[K_0,b]=b/2$, $[K_0,a]=-a/2$, $[K_-,b]=a$, $[K_+,a]=-b$. In Lean, `simp only` expands the products and moves each $b$ leftwards with `h1` and `h2`; `module` compares coefficients of the ordered monomials.

```lean
variable [CharZero 𝕜]

/-- Commutators of the quadratic generators with the mode operators: `[K₀, b] = b/2`,
`[K₀, a] = -a/2`, `[K₋, b] = a` and `[K₊, a] = -b`. -/
theorem doublet_relations {a b : A} (h : opComm a b = 1) :
    opComm (Kzero 𝕜 a b) b = (1 / 2 : 𝕜) • b ∧
    opComm (Kzero 𝕜 a b) a = -((1 / 2 : 𝕜) • a) ∧
    opComm (Kminus 𝕜 a) b = a ∧
    opComm (Kplus 𝕜 b) a = -b := by
  obtain ⟨h1, h2⟩ := normal_order h
  -- normal order every product, then compare coefficients
  refine ⟨?_, ?_, ?_, ?_⟩ <;>
    simp only [opComm, Kzero, Kplus, Kminus, pow_two, mul_add, add_mul, smul_mul_assoc,
      mul_smul_comm, mul_one, one_mul, mul_assoc, h1, h2] <;>
    module
```

## Commutators and Casimir

The last two identities give
$$Nb^2=b(ab^2)=b^2N+2b^2,\qquad a^2N=(a^2b)a=Na^2+2a^2,$$
$$a^2b^2=(ab^2)a+2ab=b^2a^2+4N+2.$$
Dividing each by four, $[K_0,K_+]=b^2/2=K_+$, $[K_0,K_-]=-a^2/2=-K_-$ and $[K_-,K_+]=N+\tfrac12=2K_0$. The same two tactics check this.

```lean
/-- The su(1,1) commutation relations of a single bosonic mode: `[K₀, K₊] = K₊`,
`[K₀, K₋] = -K₋` and `[K₋, K₊] = 2 K₀`. -/
theorem su11_relations {a b : A} (h : opComm a b = 1) :
    opComm (Kzero 𝕜 a b) (Kplus 𝕜 b) = Kplus 𝕜 b ∧
    opComm (Kzero 𝕜 a b) (Kminus 𝕜 a) = -Kminus 𝕜 a ∧
    opComm (Kminus 𝕜 a) (Kplus 𝕜 b) = (2 : 𝕜) • Kzero 𝕜 a b := by
  obtain ⟨h1, h2⟩ := normal_order h
  refine ⟨?_, ?_, ?_⟩ <;>
    simp only [opComm, Kzero, Kplus, Kminus, pow_two, mul_add, add_mul, smul_mul_assoc,
      mul_smul_comm, mul_one, one_mul, mul_assoc, h1, h2] <;>
    module
```

The name su(1,1) presumes $K_-=K_+^\dagger$. Replacing $K_-$ by $-K_-$ produces the su(2) form of the brackets, so without an adjoint the theorem fixes the brackets and not the real form.

For the Casimir, $N^2=b(ab)a=b^2a^2+N$, so
$$K_0^2=\tfrac14N^2+\tfrac14N+\tfrac1{16}=\tfrac14b^2a^2+\tfrac12N+\tfrac1{16}.$$
Subtracting $K_0=\tfrac12N+\tfrac14$ and $K_+K_-=\tfrac14b^2a^2$ leaves $\tfrac1{16}-\tfrac14$. The statement reads $C=-\tfrac3{16}\cdot1$, a multiple of the unit of $A$.

```lean
/-- The Casimir `K₀² - K₀ - K₊ K₋` of a single bosonic mode is the constant `-3/16`. -/
theorem casimir_value {a b : A} (h : opComm a b = 1) :
    casimir (Kzero 𝕜 a b) (Kplus 𝕜 b) (Kminus 𝕜 a) = (-3 / 16 : 𝕜) • (1 : A) := by
  have h2 := (normal_order h).2
  -- (b a)² = b² a² + b a, so all operator terms cancel and 1/16 - 1/4 remains
  simp only [casimir, Kzero, Kplus, Kminus, pow_two, mul_add, add_mul, smul_mul_assoc,
    mul_smul_comm, mul_one, one_mul, mul_assoc, h2]
  module
```

For every natural number $n$, $[K_0,b^n]=\tfrac n2b^n$. At $n=0$ both sides vanish, and the induction step is
$$K_0b^{n+1}=(b^nK_0+\tfrac n2b^n)b=b^n(bK_0+\tfrac12b)+\tfrac n2b^{n+1}=b^{n+1}K_0+\tfrac{n+1}2b^{n+1}.$$
The rewrites with `ih'` and `h1` are the first two equalities.

```lean
/-- Powers of the creation operator obey `[K₀, bⁿ] = (n/2) bⁿ`. -/
theorem comm_Kzero_pow {a b : A} (h : opComm a b = 1) (n : ℕ) :
    opComm (Kzero 𝕜 a b) (b ^ n) = ((n : 𝕜) / 2) • b ^ n := by
  have h0 := (doublet_relations 𝕜 h).1
  unfold opComm at h0
  have h1 : Kzero 𝕜 a b * b = b * Kzero 𝕜 a b + (1 / 2 : 𝕜) • b :=
    sub_eq_iff_eq_add'.mp h0
  induction n with
  | zero => simp [opComm]
  | succ n ih =>
    unfold opComm at ih
    have ih' : Kzero 𝕜 a b * b ^ n = b ^ n * Kzero 𝕜 a b + ((n : 𝕜) / 2) • b ^ n :=
      sub_eq_iff_eq_add'.mp ih
    -- move K₀ through bⁿ, then through the last factor b
    rw [opComm, pow_succ, ← mul_assoc, ih', add_mul, mul_assoc, h1]
    simp only [mul_add, mul_smul_comm, smul_mul_assoc, mul_assoc]
    push_cast
    module
```

## Lowest weights

Now $a$ and $b$ are linear maps defined on all of a vector space $V$ over $\mathbb{k}$, elements of `Module.End 𝕜 V`. For a physical mode, $V$ can be the space of finite linear combinations of number states, which both operators map into itself; on the completed Fock space they are not defined everywhere. Let $v\neq0$ satisfy $K_-v=0$ and $K_0v=kv$ with $k\in\mathbb{k}$. Then $Cv=(k^2-k)v$ and also $Cv=-\tfrac3{16}v$, so
$$0=(k^2-k+\tfrac3{16})v=(k-\tfrac14)(k-\tfrac34)v,$$
which is `hk`. Since $v\neq0$, one factor vanishes: $k=\tfrac14$ or $k=\tfrac34$.

```lean
variable {V : Type*} [AddCommGroup V] [Module 𝕜 V]

/-- If `[a, b] = 1`, a nonzero vector `v` annihilated by `K₋` with `K₀ v = k v` has `k = 1/4` or `k
= 3/4`. -/
theorem lowest_weight_values {a b : Module.End 𝕜 V} (h : opComm a b = 1) {v : V} {k : 𝕜}
    (hv : v ≠ 0) (hm : Kminus 𝕜 a v = 0) (h0 : Kzero 𝕜 a b v = k • v) :
    k = 1 / 4 ∨ k = 3 / 4 := by
  -- the Casimir acts on v as k² - k, and also as -3/16
  have hc := LinearMap.congr_fun (casimir_value 𝕜 h) v
  simp only [casimir, pow_two, LinearMap.sub_apply, Module.End.mul_apply, h0, hm, map_smul,
    map_zero, LinearMap.smul_apply, Module.End.one_apply] at hc
  have hk : ((k - 1 / 4) * (k - 3 / 4)) • v = 0 := by
    linear_combination (norm := module) hc
  rcases mul_eq_zero.mp ((smul_eq_zero.mp hk).resolve_right hv) with h1 | h1
  · exact Or.inl (sub_eq_zero.mp h1)
  · exact Or.inr (sub_eq_zero.mp h1)
```

A vector with $av=0$ has $K_0v=v/4$, and the power rule gives $K_0b^nv=b^nK_0v+\tfrac n2b^nv=(\tfrac n2+\tfrac14)b^nv$. The vectors $b^nv$ are unnormalised; in Fock space with a unit vacuum the number state is $b^nv/\sqrt{n!}$, with the same eigenvalue. The theorem does not assert $b^nv\neq0$.

```lean
/-- If `[a, b] = 1` and `a v = 0`, then `K₀ bⁿ v = (n/2 + 1/4) bⁿ v` for every `n`. -/
theorem Kzero_number_state {a b : Module.End 𝕜 V} (h : opComm a b = 1) {v : V}
    (hv : a v = 0) (n : ℕ) :
    Kzero 𝕜 a b ((b ^ n) v) = ((n : 𝕜) / 2 + 1 / 4) • (b ^ n) v := by
  have h0 : Kzero 𝕜 a b v = (1 / 4 : 𝕜) • v := by
    simp only [Kzero, LinearMap.smul_apply, LinearMap.add_apply, Module.End.mul_apply,
      Module.End.one_apply, hv, map_zero, zero_add]
    module
  have hn := LinearMap.congr_fun (comm_Kzero_pow 𝕜 h n) v
  simp only [opComm, LinearMap.sub_apply, Module.End.mul_apply, LinearMap.smul_apply, h0,
    map_smul] at hn
  linear_combination (norm := module) hn
```

For a nonzero vacuum, $abv=bav+v=v$ (`hab`). Hence $bv\neq0$ and $K_-bv=\tfrac12av=0$, while $K_-v=0$ directly. The cases $n=0$ and $n=1$, `e0` and `e1`, give the weights $\tfrac14$ and $\tfrac34$, so both roots occur whenever such a vacuum exists. These two vectors are the zero- and one-quantum states, the starting points of the even and odd number states; the decomposition of $V$ into two ladders is not among the statements.

```lean
/-- If `[a, b] = 1`, then for a nonzero vector `v` with `a v = 0`: `K₋ v = 0` and `K₀ v = v/4`,
while `b v` is nonzero with `K₋ b v = 0` and `K₀ b v = (3/4) b v`. -/
theorem vacuum_lowest_weights {a b : Module.End 𝕜 V} (h : opComm a b = 1) {v : V}
    (hv0 : v ≠ 0) (hv : a v = 0) :
    (Kminus 𝕜 a v = 0 ∧ Kzero 𝕜 a b v = (1 / 4 : 𝕜) • v) ∧
    (b v ≠ 0 ∧ Kminus 𝕜 a (b v) = 0 ∧ Kzero 𝕜 a b (b v) = (3 / 4 : 𝕜) • b v) := by
  -- a b v = v on the vacuum
  have hab : a (b v) = v := by
    have h1 := LinearMap.congr_fun h v
    simpa [opComm, hv] using h1
  have e0 := Kzero_number_state 𝕜 h hv 0
  have e1 := Kzero_number_state 𝕜 h hv 1
  rw [pow_zero, Module.End.one_apply] at e0
  rw [pow_one] at e1
  refine ⟨⟨?_, ?_⟩, ?_, ?_, ?_⟩
  · simp [Kminus, pow_two, hv]
  · rw [e0]
    congr 1
    norm_num
  · intro h0
    rw [h0, map_zero] at hab
    exact hv0 hab.symm
  · simp [Kminus, pow_two, hab, hv]
  · rw [e1]
    congr 1
    norm_num
```

## Counter-examples

The following examples are worked by hand and have no theorem attached.

Without $[a,b]=1$, take $A=\mathbb{Q}$ and $a=b=1$. Then $K_0=\tfrac34$ and $K_\pm=\tfrac12$, so $[K_0,K_+]=0\neq K_+$ and $C=\tfrac9{16}-\tfrac34-\tfrac14=-\tfrac7{16}$. The hypothesis also fails for any matrices of finite positive size in characteristic zero, since a commutator has zero trace and the unit matrix does not; the theorems therefore do not apply to a one-mode number basis truncated for simulation.

Without $K_-v=0$, the polynomial $X^2$ has $K_0X^2=\tfrac54X^2$, a weight outside $\{\tfrac14,\tfrac34\}$, and indeed $K_-X^2=1$.

## Polynomial realisation

The product rule $(Xp)'-Xp'=p$ for a polynomial $p$ is $[a,b]=1$, and $1'=0$ makes the constant polynomial a nonzero vacuum with $b\,1=X$. The vacuum theorem then gives $K_-1=0$, $K_0\,1=\tfrac14\cdot1$, $K_-X=0$ and $K_0X=\tfrac34X$.

```lean
/-- On polynomials `a = d/dX` and `b = X` satisfy `[a, b] = 1` and `a 1 = 0`; the polynomials
`1` and `X` are annihilated by `K₋`, with `K₀ 1 = 1/4` and `K₀ X = (3/4) X`. -/
theorem polynomial_witness :
    opComm (polyLower 𝕜) (polyRaise 𝕜) = 1 ∧ polyLower 𝕜 1 = 0 ∧
    (Kminus 𝕜 (polyLower 𝕜) 1 = 0 ∧
      Kzero 𝕜 (polyLower 𝕜) (polyRaise 𝕜) 1 = (1 / 4 : 𝕜) • (1 : 𝕜[X])) ∧
    (Kminus 𝕜 (polyLower 𝕜) X = 0 ∧
      Kzero 𝕜 (polyLower 𝕜) (polyRaise 𝕜) X = (3 / 4 : 𝕜) • (X : 𝕜[X])) := by
  -- product rule: (X p)' - X p' = p
  have h : opComm (polyLower 𝕜) (polyRaise 𝕜) = 1 := by
    apply LinearMap.ext
    intro p
    simp [opComm, polyLower, polyRaise, derivative_mul]
  have hv : polyLower 𝕜 1 = 0 := by simp [polyLower]
  have hX : polyRaise 𝕜 1 = X := by simp [polyRaise]
  have hw := vacuum_lowest_weights 𝕜 h one_ne_zero hv
  rw [hX] at hw
  exact ⟨h, hv, hw.1, hw.2.2⟩

end

end SingleModeSU11
```

```lean
#print axioms SingleModeSU11.su11_relations
#print axioms SingleModeSU11.casimir_value
#print axioms SingleModeSU11.lowest_weight_values
#print axioms SingleModeSU11.vacuum_lowest_weights
```

```
'SingleModeSU11.su11_relations' depends on axioms: [propext, Classical.choice, Quot.sound]
'SingleModeSU11.casimir_value' depends on axioms: [propext, Classical.choice, Quot.sound]
'SingleModeSU11.lowest_weight_values' depends on axioms: [propext, Classical.choice, Quot.sound]
'SingleModeSU11.vacuum_lowest_weights' depends on axioms: [propext, Classical.choice, Quot.sound]
```
